# In one dimension, the moment of a periodic current over one cell depends on where the cell starts, unless the current vanishes

Slide the unit cell by half a period, and the magnetic moment computed from the current inside it can change sign, though the crystal is the same. Anyone who reads a magnetisation off that moment is partly reading off their own choice of cell.

I would like to see this settled in one dimension. Take a magnetisation $M(x)$ that is continuously differentiable and has period $a>0$, with current $j=-M'$. I believe the moment $\int x\,j(x)\,dx$ over the cell $[x_0,x_0+a]$ equals the integral of $M$ over a period minus $a\,M(x_0)$. It should then ignore any constant added to $M$, and be independent of $x_0$ only when there is no current at all. Is that right, and can it be proved in a form that Lean checks?

## Moving the cell changes only a boundary term

Yes, all of it holds. The geometry behind the model is a magnetisation along $z$ that varies only along $x$. Then $\mathbf j=\nabla\times\mathbf M$ has the single component $j_y=-M'(x)$, written $j$ here. Call the cell moment

$$C(x_0)=\int_{x_0}^{x_0+a}x\,j(x)\,dx .$$

The product rule gives

$$\frac{d}{dx}\bigl(-x\,M(x)\bigr)=-M(x)-x\,M'(x)=x\,j(x)-M(x).$$

Integrate over the cell and use $M(x_0+a)=M(x_0)$:

$$C(x_0)-\int_{x_0}^{x_0+a}M\,dx=-(x_0+a)M(x_0)+x_0M(x_0)=-a\,M(x_0).$$

The integral of a periodic function over a full period does not depend on the starting point, so

$$C(x_0)=\int_0^a M\,dx-a\,M(x_0).$$

**Adding a constant.** Replacing $M$ by $M+c$ leaves $M'$, and hence $j$ and $C$, unchanged. In the formula, both terms grow by $ac$ and the changes cancel. Conversely, if two differentiable magnetisations have the same current, their difference has zero derivative and is a constant.

**Independence of the origin.** If $C(x_0)=C(x_1)$ for all $x_0,x_1$, then $a\,M(x_0)=a\,M(x_1)$. Since $a>0$, $M$ is constant and $j=0$. Conversely, if $j=0$ then $M$ is constant and the formula gives the same value for every origin.

**Averaging over origins.** This does not recover the magnetisation either:

$$\int_0^a C(x_0)\,dx_0=a\int_0^a M\,dx-a\int_0^a M\,dx_0=0.$$

**Which currents arise this way.** If $j=-M'$ with $M$ periodic, then $\int_0^a j\,dx=M(0)-M(a)=0$. Conversely, let $j$ be continuous and $a$-periodic with zero integral over a period, and set $M(x)=-\int_0^x j\,dt$. Then $M'=-j$, and

$$M(x+a)-M(x)=-\int_x^{x+a}j\,dt=-\int_0^a j\,dt=0.$$

## Numbers for a cosine profile

Take $M(x)=\cos x+m$ with a constant $m$ and $a=2\pi$, so $j(x)=\sin x$. An antiderivative of $x\sin x$ is $\sin x-x\cos x$. Direct integration gives

- $x_0=0$: $C=-2\pi\approx-6.28$;
- $x_0=\pi/2$: $C=1-1=0$;
- $x_0=\pi$: $C=3\pi-\pi=2\pi\approx+6.28$.

These agree with the general formula, which gives $C(x_0)=-2\pi\cos x_0$. The mean magnetisation $m$ appears in none of them.

At the degenerate length $a=0$, every cell moment is zero whatever the current, so origin independence says nothing about $j$. The equivalence therefore needs $a\neq0$; the hypothesis $a>0$ ensures this and matches the usual meaning of a cell length.

## The Lean file

```lean
import Mathlib

open MeasureTheory

namespace CellMoment

noncomputable section

/-- The current carried by a magnetisation profile `M` in one dimension, `j = -M'`. -/
def current (M : ℝ → ℝ) (x : ℝ) : ℝ := -deriv M x

/-- The first moment of the current `j` over the cell that starts at `x₀` and has length `a`. -/
def cellMoment (j : ℝ → ℝ) (a x₀ : ℝ) : ℝ := ∫ x in x₀..(x₀ + a), x * j x

/-- The current of a continuously differentiable magnetisation is continuous. -/
theorem continuous_current {M : ℝ → ℝ} (hM : ContDiff ℝ 1 M) : Continuous (current M) := by
  show Continuous (fun x => -deriv M x)
  exact (contDiff_one_iff_deriv.1 hM).2.neg

/-- For a continuously differentiable `a`-periodic magnetisation, the cell moment of the current
is the integral of `M` over a period minus the boundary term `a M(x₀)`. -/
theorem cellMoment_eq {M : ℝ → ℝ} {a : ℝ} (hM : ContDiff ℝ 1 M)
    (hp : Function.Periodic M a) (x₀ : ℝ) :
    cellMoment (current M) a x₀ = (∫ x in (0 : ℝ)..a, M x) - a * M x₀ := by
  have hj := continuous_current hM
  have hMc : Continuous M := hM.continuous
  -- integration by parts, written as the integral of the derivative of `-x M(x)`
  have hderiv : ∀ x : ℝ, HasDerivAt (fun y => -(y * M y)) (x * current M x - M x) x := by
    intro x
    have hd := ((contDiff_one_iff_deriv.1 hM).1 x).hasDerivAt
    refine ((hasDerivAt_id' x).fun_mul hd).fun_neg.congr_deriv ?_
    simp only [current]
    ring
  have hparts := intervalIntegral.integral_eq_sub_of_hasDerivAt
    (a := x₀) (b := x₀ + a) (fun x _ => hderiv x)
    (((continuous_id'.mul hj).sub hMc).intervalIntegrable _ _)
  have hxj : Continuous (fun x : ℝ => x * current M x) := continuous_id'.mul hj
  rw [intervalIntegral.integral_sub (hxj.intervalIntegrable _ _)
    (hMc.intervalIntegrable _ _)] at hparts
  -- periodicity moves the cell to the origin and identifies its two ends
  have hshift := hp.intervalIntegral_add_eq x₀ 0
  rw [zero_add] at hshift
  rw [hshift, hp x₀] at hparts
  unfold cellMoment
  linarith

/-- Two differentiable magnetisations carry the same current exactly when they differ by a
constant. -/
theorem current_eq_iff {M N : ℝ → ℝ} (hM : Differentiable ℝ M) (hN : Differentiable ℝ N) :
    current N = current M ↔ ∃ c : ℝ, ∀ x, N x = M x + c := by
  constructor
  · intro h
    have hd : ∀ x, deriv (fun y => N y - M y) x = 0 := by
      intro x
      rw [((hN x).hasDerivAt.fun_sub (hM x).hasDerivAt).deriv]
      have hx := congrFun h x
      simp only [current] at hx
      linarith
    have hc : ∀ x, N x - M x = N 0 - M 0 := fun x =>
      is_const_of_deriv_eq_zero (f := fun y => N y - M y) (hN.sub hM) hd x 0
    exact ⟨N 0 - M 0, fun x => by linarith [hc x]⟩
  · rintro ⟨c, h⟩
    have hNM : N = fun x => M x + c := funext h
    funext x
    rw [hNM]
    simp [current]

/-- Adding a constant to the magnetisation leaves every cell moment of its current unchanged. -/
theorem cellMoment_add_const (M : ℝ → ℝ) (c a x₀ : ℝ) :
    cellMoment (current (fun x => M x + c)) a x₀ = cellMoment (current M) a x₀ := by
  simp [cellMoment, current]

/-- For a continuously differentiable magnetisation of period `a > 0`, the cell moment is
independent of where the cell starts if and only if the current vanishes everywhere. -/
theorem cellMoment_origin_independent_iff {M : ℝ → ℝ} {a : ℝ} (ha : 0 < a)
    (hM : ContDiff ℝ 1 M) (hp : Function.Periodic M a) :
    (∀ x₀ x₁, cellMoment (current M) a x₀ = cellMoment (current M) a x₁) ↔
      ∀ x, current M x = 0 := by
  constructor
  · intro h x
    -- equal moments force equal boundary terms, so `M` is constant
    have hconst : M = fun _ => M 0 := by
      funext y
      have hy := h y 0
      rw [cellMoment_eq hM hp, cellMoment_eq hM hp] at hy
      exact mul_left_cancel₀ ha.ne' (by linarith)
    unfold current
    rw [hconst]
    simp
  · intro h x₀ x₁
    have hd : ∀ x, deriv M x = 0 := fun x => neg_eq_zero.1 (h x)
    rw [cellMoment_eq hM hp, cellMoment_eq hM hp,
      is_const_of_deriv_eq_zero (contDiff_one_iff_deriv.1 hM).1 hd x₀ x₁]

/-- For a continuously differentiable `a`-periodic magnetisation, the cell moment integrates to
zero when the starting point of the cell runs over one period. -/
theorem integral_cellMoment_eq_zero {M : ℝ → ℝ} {a : ℝ} (hM : ContDiff ℝ 1 M)
    (hp : Function.Periodic M a) :
    ∫ x₀ in (0 : ℝ)..a, cellMoment (current M) a x₀ = 0 := by
  have h : ∀ x₀, cellMoment (current M) a x₀ = (∫ x in (0 : ℝ)..a, M x) - a * M x₀ :=
    cellMoment_eq hM hp
  simp only [h]
  have haM : Continuous (fun x : ℝ => a * M x) := continuous_const.mul hM.continuous
  rw [intervalIntegral.integral_sub (continuous_const.intervalIntegrable _ _)
    (haM.intervalIntegrable _ _),
    intervalIntegral.integral_const, intervalIntegral.integral_const_mul, smul_eq_mul]
  ring

/-- A continuous `a`-periodic current derives from a continuously differentiable `a`-periodic
magnetisation if and only if its integral over a period vanishes. -/
theorem exists_magnetisation_iff {j : ℝ → ℝ} {a : ℝ} (hj : Continuous j)
    (hp : Function.Periodic j a) :
    (∃ M : ℝ → ℝ, ContDiff ℝ 1 M ∧ Function.Periodic M a ∧ current M = j) ↔
      ∫ x in (0 : ℝ)..a, j x = 0 := by
  constructor
  · rintro ⟨M, hM, hMp, hMj⟩
    have hd : ∀ x, HasDerivAt (fun y => -M y) (j x) x := by
      intro x
      rw [← hMj]
      exact ((contDiff_one_iff_deriv.1 hM).1 x).hasDerivAt.fun_neg
    rw [intervalIntegral.integral_eq_sub_of_hasDerivAt (fun x _ => hd x)
      (hj.intervalIntegrable _ _)]
    have h0 := hMp 0
    rw [zero_add] at h0
    rw [h0]
    ring
  · intro hzero
    -- the magnetisation is minus the running integral of the current
    have hd : ∀ x, HasDerivAt (fun y => -∫ t in (0 : ℝ)..y, j t) (-j x) x := fun x =>
      (hj.integral_hasStrictDerivAt 0 x).hasDerivAt.fun_neg
    have hderiv : deriv (fun y => -∫ t in (0 : ℝ)..y, j t) = fun x => -j x :=
      funext fun x => (hd x).deriv
    refine ⟨fun y => -∫ t in (0 : ℝ)..y, j t, ?_, ?_, ?_⟩
    · refine contDiff_one_iff_deriv.2 ⟨fun x => (hd x).differentiableAt, ?_⟩
      rw [hderiv]
      exact hj.neg
    · intro x
      have hadd := intervalIntegral.integral_add_adjacent_intervals
        (hj.intervalIntegrable (μ := volume) 0 x) (hj.intervalIntegrable x (x + a))
      have hshift := hp.intervalIntegral_add_eq x 0
      rw [zero_add, hzero] at hshift
      show -(∫ t in (0 : ℝ)..(x + a), j t) = -∫ t in (0 : ℝ)..x, j t
      linarith
    · funext x
      unfold current
      rw [hderiv]
      exact neg_neg (j x)

/-- The magnetisation `cos x + m`, with period `2π`, has cell moment `-2π cos x₀` for every
uniform part `m`. -/
theorem cellMoment_cos (m x₀ : ℝ) :
    cellMoment (current (fun x => Real.cos x + m)) (2 * Real.pi) x₀ =
      -(2 * Real.pi * Real.cos x₀) := by
  rw [cellMoment_add_const Real.cos m,
    cellMoment_eq Real.contDiff_cos Real.cos_periodic, integral_cos,
    Real.sin_two_pi, Real.sin_zero]
  ring

end

end CellMoment
```

```lean
#print axioms CellMoment.cellMoment_origin_independent_iff
-- 'CellMoment.cellMoment_origin_independent_iff' depends on axioms: [propext, Classical.choice, Quot.sound]
#print axioms CellMoment.integral_cellMoment_eq_zero
-- 'CellMoment.integral_cellMoment_eq_zero' depends on axioms: [propext, Classical.choice, Quot.sound]
#print axioms CellMoment.exists_magnetisation_iff
-- 'CellMoment.exists_magnetisation_iff' depends on axioms: [propext, Classical.choice, Quot.sound]
#print axioms CellMoment.cellMoment_cos
-- 'CellMoment.cellMoment_cos' depends on axioms: [propext, Classical.choice, Quot.sound]
```

## What the Lean statements say

`current M` is the function $-M'$, and `cellMoment j a x₀` is the integral of $x\,j(x)$ from $x_0$ to $x_0+a$. It is a moment for the whole cell, not divided by $a$, and it carries no factor $1/2$ and no unit constants. The hypothesis `ContDiff ℝ 1 M` says that $M$ is continuously differentiable. `Function.Periodic M a` says that $M(x+a)=M(x)$ for every $x$; $a$ need not be the shortest period.

- `cellMoment_eq` is the formula for $C(x_0)$. It holds for any real $a$ with the stated periodicity.
- `current_eq_iff` says that two differentiable magnetisations have equal currents if and only if they differ by a constant. It needs no periodicity.
- `cellMoment_add_const` says that adding a constant changes no cell moment. It has no smoothness hypothesis, because Lean's `deriv` is zero wherever a function is not differentiable; the physical reading is for differentiable $M$.
- `cellMoment_origin_independent_iff` is the equivalence you asked about, with `0 < a` as a hypothesis.
- `integral_cellMoment_eq_zero` is the vanishing integral over cell origins.
- `exists_magnetisation_iff` characterises the continuous periodic currents that come from a periodic magnetisation: their integral over a period is zero. Physically, no net current flows through a cell.
- `cellMoment_cos` is the cosine example for every $m$ and every $x_0$.

The magnetisation is a given classical function of one coordinate; nothing here computes it from electronic states. With two coordinates the equivalence can fail: for $M_z=\cos x\cos y$ the current does not vanish, yet its moment over the square cell $[x_0,x_0+2\pi]\times[y_0,y_0+2\pi]$ is zero for every $x_0$ and $y_0$. Continuous differentiability also excludes current sheets, where $M$ jumps, and the delta-function magnetisation of a point dipole.

The converse approach to NMR shielding uses the orbital magnetisation induced by a nuclear magnetic dipole in a periodic cell. In this smooth one-dimensional model, the periodic current alone leaves the uniform part of that magnetisation undetermined, so it has to come from other information.

## From the product rule to the Lean proofs

`continuous_current` supplies the continuity needed to integrate $x\,j$. In `cellMoment_eq`, the step `hderiv` is the product rule for $-x\,M(x)$, and `hparts` integrates it by the fundamental theorem of calculus. The integral is then split in two. `hshift` moves the integral of $M$ to $[0,a]$, and `hp x₀` identifies the values of $M$ at the two ends of the cell. `linarith` collects the boundary terms into $-a\,M(x_0)$.

For `current_eq_iff`, the forward direction shows that $N-M$ has zero derivative and applies `is_const_of_deriv_eq_zero`; the constant is $N(0)-M(0)$. The reverse direction, like `cellMoment_add_const`, only needs the fact that a constant does not affect the derivative.

In `cellMoment_origin_independent_iff`, the forward direction compares an arbitrary origin $y$ with the origin $0$. Substituting the formula on both sides leaves $a\,M(y)=a\,M(0)$, and `mul_left_cancel₀` removes the nonzero factor $a$. So $M$ is constant and its current is zero. The reverse direction obtains a constant $M$ from its zero derivative and substitutes it into the formula.

`integral_cellMoment_eq_zero` inserts the formula under the integral and integrates its two terms separately; they cancel. In `exists_magnetisation_iff`, one direction integrates $j$ as the derivative of $-M$ and uses $M(a)=M(0)$. The other takes minus the running integral of $j$ and checks three things: it is continuously differentiable, it is periodic, and its current is $j$. Periodicity follows by joining the integrals over $[0,x]$ and $[x,x+a]$, the second of which is zero by hypothesis after a shift.

Finally, `cellMoment_cos` first removes $m$ with `cellMoment_add_const`, then applies `cellMoment_eq` to the cosine, whose integral over a period is $\sin 2\pi-\sin 0=0$. Only the boundary term $-2\pi\cos x_0$ remains.
